# For a positive definite stability matrix, the frequency of a nonzero real RPA solution has the sign of X·X − Y·Y

If the real matrix [[A, B], [B, A]] is positive definite, every nonzero real solution (X, Y) of the RPA equations at frequency w satisfies w(X·X − Y·Y) = X·AX + 2X·BY + Y·AY > 0. Hence w is nonzero and has the sign of X·X − Y·Y.

```lean
import Mathlib

open Matrix
open scoped ComplexOrder

namespace RPASymplecticNorm

variable {n : Type*} [Fintype n]

/-- The stability matrix `[[A, B], [B, A]]` built from the RPA blocks. -/
def stabilityMatrix (A B : Matrix n n ℝ) : Matrix (n ⊕ n) (n ⊕ n) ℝ :=
  fromBlocks A B B A

/-- The real RPA equations `A X + B Y = w X` and `B X + A Y = -w Y`. -/
def IsRPASolution (A B : Matrix n n ℝ) (w : ℝ) (X Y : n → ℝ) : Prop :=
  A *ᵥ X + B *ᵥ Y = w • X ∧ B *ᵥ X + A *ᵥ Y = (-w) • Y

/-- The quadratic form `X·X - Y·Y` of a pair of amplitudes. -/
def symplecticNorm (X Y : n → ℝ) : ℝ :=
  X ⬝ᵥ X - Y ⬝ᵥ Y

/-- The bilinear form `X·X' - Y·Y'` of two pairs of amplitudes. -/
def symplecticProduct (X Y X' Y' : n → ℝ) : ℝ :=
  X ⬝ᵥ X' - Y ⬝ᵥ Y'

/-- The quadratic form `X·AX + 2 X·BY + Y·AY`. -/
def stabilityForm (A B : Matrix n n ℝ) (X Y : n → ℝ) : ℝ :=
  X ⬝ᵥ (A *ᵥ X) + 2 * (X ⬝ᵥ (B *ᵥ Y)) + Y ⬝ᵥ (A *ᵥ Y)

/-- The matrix element of a two-by-two block matrix between stacked vectors `(U, V)` and
`(X, Y)` is the sum of the contributions of the two block rows. -/
theorem block_form {R : Type*} [CommRing R] (A B C D : Matrix n n R) (U V X Y : n → R) :
    Sum.elim U V ⬝ᵥ (fromBlocks A B C D *ᵥ Sum.elim X Y)
      = U ⬝ᵥ (A *ᵥ X + B *ᵥ Y) + V ⬝ᵥ (C *ᵥ X + D *ᵥ Y) := by
  simp [dotProduct, mulVec, Fintype.sum_sum_type]

/-- For a symmetric matrix `S`, `Y·SX = X·SY`. -/
theorem symm_swap {S : Matrix n n ℝ} (hS : S.IsSymm) (X Y : n → ℝ) :
    Y ⬝ᵥ (S *ᵥ X) = X ⬝ᵥ (S *ᵥ Y) := by
  have h : Y ⬝ᵥ (S *ᵥ X) = (S *ᵥ Y) ⬝ᵥ X := by
    rw [Matrix.dotProduct_mulVec, ← Matrix.mulVec_transpose, hS.eq]
  rw [h]
  exact dotProduct_comm _ _

omit [Fintype n] in
/-- If the stability matrix is positive definite, the blocks `A` and `B` are symmetric. -/
theorem blocks_symm {A B : Matrix n n ℝ} (hM : (stabilityMatrix A B).PosDef) :
    A.IsSymm ∧ B.IsSymm := by
  have hH : (stabilityMatrix A B)ᴴ = stabilityMatrix A B := hM.1.eq
  constructor
  · show Aᵀ = A
    ext i j
    have h := congrFun (congrFun hH (Sum.inl i)) (Sum.inl j)
    simpa [stabilityMatrix, conjTranspose_apply] using h
  · show Bᵀ = B
    ext i j
    have h := congrFun (congrFun hH (Sum.inl i)) (Sum.inr j)
    simpa [stabilityMatrix, conjTranspose_apply] using h

/-- For symmetric `B`, every RPA solution obeys `w (X·X - Y·Y) = X·AX + 2 X·BY + Y·AY`. -/
theorem energy_identity {A B : Matrix n n ℝ} {w : ℝ} {X Y : n → ℝ} (hB : B.IsSymm)
    (h : IsRPASolution A B w X Y) :
    w * symplecticNorm X Y = stabilityForm A B X Y := by
  obtain ⟨hu, hl⟩ := h
  -- contract the first row with X and the second row with Y
  have h1 : X ⬝ᵥ (A *ᵥ X + B *ᵥ Y) = X ⬝ᵥ (w • X) := by rw [hu]
  have h2 : Y ⬝ᵥ (B *ᵥ X + A *ᵥ Y) = Y ⬝ᵥ ((-w) • Y) := by rw [hl]
  rw [dotProduct_add, dotProduct_smul, smul_eq_mul] at h1 h2
  -- the two cross terms coincide
  have h3 := symm_swap hB X Y
  unfold symplecticNorm stabilityForm
  linear_combination -h1 - h2 + h3

/-- For a positive definite stability matrix, `X·AX + 2 X·BY + Y·AY` is positive on every
nonzero pair of amplitudes. -/
theorem stabilityForm_pos {A B : Matrix n n ℝ} {X Y : n → ℝ}
    (hM : (stabilityMatrix A B).PosDef) (hne : X ≠ 0 ∨ Y ≠ 0) :
    0 < stabilityForm A B X Y := by
  have hZ : Sum.elim X Y ≠ 0 := by
    intro h0
    rcases hne with h | h
    · exact h (funext fun i => congrFun h0 (Sum.inl i))
    · exact h (funext fun i => congrFun h0 (Sum.inr i))
  have hp := hM.dotProduct_mulVec_pos hZ
  unfold stabilityMatrix at hp
  rw [star_trivial, block_form, dotProduct_add, dotProduct_add] at hp
  have h3 := symm_swap (blocks_symm hM).2 X Y
  unfold stabilityForm
  linarith

/-- For a positive definite stability matrix, a nonzero RPA solution obeys
`w (X·X - Y·Y) = X·AX + 2 X·BY + Y·AY > 0`; `w` is nonzero and has the sign of `X·X - Y·Y`. -/
theorem rpa_frequency_sign {A B : Matrix n n ℝ} {w : ℝ} {X Y : n → ℝ}
    (hM : (stabilityMatrix A B).PosDef) (h : IsRPASolution A B w X Y)
    (hne : X ≠ 0 ∨ Y ≠ 0) :
    w * symplecticNorm X Y = stabilityForm A B X Y ∧ 0 < stabilityForm A B X Y ∧ w ≠ 0 ∧
      (0 < w ↔ 0 < symplecticNorm X Y) ∧ (w < 0 ↔ symplecticNorm X Y < 0) := by
  have hE := energy_identity (blocks_symm hM).2 h
  have hQ := stabilityForm_pos hM hne
  have hp : 0 < w * symplecticNorm X Y := by rw [hE]; exact hQ
  -- a positive product has both factors positive or both negative
  rcases mul_pos_iff.mp hp with ⟨a, b⟩ | ⟨a, b⟩
  · exact ⟨hE, hQ, a.ne', ⟨fun _ => b, fun _ => a⟩,
      ⟨fun c => absurd c (not_lt.mpr a.le), fun c => absurd c (not_lt.mpr b.le)⟩⟩
  · exact ⟨hE, hQ, a.ne,
      ⟨fun c => absurd c (not_lt.mpr a.le), fun c => absurd c (not_lt.mpr b.le)⟩,
      ⟨fun _ => b, fun _ => a⟩⟩

/-- For a positive definite stability matrix, a nonzero solution with `w > 0` can be rescaled
by a positive factor to `X·X - Y·Y = 1`, and the quadratic form then equals `w`. -/
theorem exists_normalised {A B : Matrix n n ℝ} {w : ℝ} {X Y : n → ℝ}
    (hM : (stabilityMatrix A B).PosDef) (h : IsRPASolution A B w X Y)
    (hne : X ≠ 0 ∨ Y ≠ 0) (hw : 0 < w) :
    ∃ c : ℝ, 0 < c ∧ IsRPASolution A B w (c • X) (c • Y) ∧
      symplecticNorm (c • X) (c • Y) = 1 ∧ stabilityForm A B (c • X) (c • Y) = w := by
  have hN : 0 < symplecticNorm X Y := (rpa_frequency_sign hM h hne).2.2.2.1.mp hw
  -- divide by the square root of the positive norm
  obtain ⟨s, hs, hss⟩ : ∃ s : ℝ, 0 < s ∧ s * s = symplecticNorm X Y :=
    ⟨Real.sqrt (symplecticNorm X Y), Real.sqrt_pos.mpr hN, Real.mul_self_sqrt hN.le⟩
  have hs' : s ≠ 0 := hs.ne'
  obtain ⟨hu, hl⟩ := h
  have hsol : IsRPASolution A B w (s⁻¹ • X) (s⁻¹ • Y) := by
    refine ⟨?_, ?_⟩
    · rw [Matrix.mulVec_smul, Matrix.mulVec_smul, ← smul_add, hu]
      exact smul_comm _ _ _
    · rw [Matrix.mulVec_smul, Matrix.mulVec_smul, ← smul_add, hl]
      exact smul_comm _ _ _
  have hscale : symplecticNorm (s⁻¹ • X) (s⁻¹ • Y) = s⁻¹ * s⁻¹ * symplecticNorm X Y := by
    simp only [symplecticNorm, smul_dotProduct, dotProduct_smul, smul_eq_mul]
    ring
  have hnorm : symplecticNorm (s⁻¹ • X) (s⁻¹ • Y) = 1 := by
    rw [hscale, ← hss]
    field_simp
  have hE := energy_identity (blocks_symm hM).2 hsol
  rw [hnorm, mul_one] at hE
  exact ⟨s⁻¹, inv_pos.mpr hs, hsol, hnorm, hE.symm⟩

/-- Exchanging `X` and `Y` turns a solution at frequency `w` into a solution at `-w` with the
opposite symplectic norm. -/
theorem partner_solution {A B : Matrix n n ℝ} {w : ℝ} {X Y : n → ℝ}
    (h : IsRPASolution A B w X Y) :
    IsRPASolution A B (-w) Y X ∧ symplecticNorm Y X = -symplecticNorm X Y := by
  obtain ⟨hu, hl⟩ := h
  refine ⟨⟨?_, ?_⟩, ?_⟩
  · exact (add_comm _ _).trans hl
  · rw [neg_neg]
    exact (add_comm _ _).trans hu
  · unfold symplecticNorm
    ring

/-- For symmetric `A` and `B`, RPA solutions with different frequencies satisfy
`X·X' - Y·Y' = 0`. -/
theorem symplectic_orthogonality {A B : Matrix n n ℝ} {w w' : ℝ} {X Y X' Y' : n → ℝ}
    (hA : A.IsSymm) (hB : B.IsSymm) (h : IsRPASolution A B w X Y)
    (h' : IsRPASolution A B w' X' Y') (hw : w ≠ w') :
    symplecticProduct X Y X' Y' = 0 := by
  obtain ⟨hu, hl⟩ := h
  obtain ⟨hu', hl'⟩ := h'
  -- contract each solution's equations with the other solution
  have h1 : X' ⬝ᵥ (A *ᵥ X + B *ᵥ Y) = X' ⬝ᵥ (w • X) := by rw [hu]
  have h2 : Y' ⬝ᵥ (B *ᵥ X + A *ᵥ Y) = Y' ⬝ᵥ ((-w) • Y) := by rw [hl]
  have h3 : X ⬝ᵥ (A *ᵥ X' + B *ᵥ Y') = X ⬝ᵥ (w' • X') := by rw [hu']
  have h4 : Y ⬝ᵥ (B *ᵥ X' + A *ᵥ Y') = Y ⬝ᵥ ((-w') • Y') := by rw [hl']
  rw [dotProduct_add, dotProduct_smul, smul_eq_mul] at h1 h2 h3 h4
  have s1 := symm_swap hA X X'
  have s2 := symm_swap hB Y X'
  have s3 := symm_swap hB X Y'
  have s4 := symm_swap hA Y Y'
  have c1 : X' ⬝ᵥ X = X ⬝ᵥ X' := dotProduct_comm _ _
  have c2 : Y' ⬝ᵥ Y = Y ⬝ᵥ Y' := dotProduct_comm _ _
  have key : (w - w') * symplecticProduct X Y X' Y' = 0 := by
    unfold symplecticProduct
    linear_combination -h1 - h2 + h3 + h4 + s1 + s2 + s3 + s4 - w * c1 + w * c2
  exact (mul_eq_zero.mp key).resolve_left (sub_ne_zero.mpr hw)

/-- For complex blocks with `[[A, B], [B*, A*]]` positive definite, a nonzero solution of
`A X + B Y = w X`, `B* X + A* Y = -w Y` has real `w` and `w (|X|² - |Y|²) > 0`. -/
theorem complex_rpa_frequency {A B : Matrix n n ℂ} {w : ℂ} {X Y : n → ℂ}
    (hM : (fromBlocks A B (B.map (starRingEnd ℂ)) (A.map (starRingEnd ℂ))).PosDef)
    (hu : A *ᵥ X + B *ᵥ Y = w • X)
    (hl : B.map (starRingEnd ℂ) *ᵥ X + A.map (starRingEnd ℂ) *ᵥ Y = (-w) • Y)
    (hne : X ≠ 0 ∨ Y ≠ 0) :
    w.im = 0 ∧ 0 < w.re * ((∑ i, ‖X i‖ ^ 2) - (∑ i, ‖Y i‖ ^ 2)) := by
  have hZ : Sum.elim X Y ≠ 0 := by
    intro h0
    rcases hne with h | h
    · exact h (funext fun i => congrFun h0 (Sum.inl i))
    · exact h (funext fun i => congrFun h0 (Sum.inr i))
  have hs : star (Sum.elim X Y) = Sum.elim (star X) (star Y) := by
    funext i
    cases i <;> rfl
  have hnorm : ∀ V : n → ℂ, star V ⬝ᵥ V = ((∑ i, ‖V i‖ ^ 2 : ℝ) : ℂ) := by
    intro V
    rw [Complex.ofReal_sum]
    unfold dotProduct
    refine Finset.sum_congr rfl fun i _ => ?_
    have h1 : ((Complex.normSq (V i) : ℝ) : ℂ) = starRingEnd ℂ (V i) * V i :=
      Complex.normSq_eq_conj_mul_self
    rw [Complex.normSq_eq_norm_sq] at h1
    exact h1.symm
  -- if w a - w b is real and positive for real a and b, then w is real and w (a - b) > 0
  have key : ∀ a b : ℝ, 0 < w * (a : ℂ) + -w * (b : ℂ) →
      w.im = 0 ∧ 0 < w.re * (a - b) := by
    intro a b hp
    obtain ⟨hre, him⟩ := Complex.lt_def.mp hp
    simp only [Complex.zero_re, Complex.add_re, Complex.mul_re, Complex.neg_re,
      Complex.neg_im, Complex.ofReal_re, Complex.ofReal_im, Complex.zero_im,
      Complex.add_im, Complex.mul_im] at hre him
    have hpos : 0 < w.re * (a - b) := by linarith
    have hz : w.im * (a - b) = 0 := by linarith
    have hab : a - b ≠ 0 := by
      intro h0
      rw [h0, mul_zero] at hpos
      exact lt_irrefl _ hpos
    exact ⟨(mul_eq_zero.mp hz).resolve_right hab, hpos⟩
  have hp := hM.dotProduct_mulVec_pos hZ
  rw [hs, block_form, hu, hl, dotProduct_smul, dotProduct_smul, smul_eq_mul, smul_eq_mul,
    hnorm X, hnorm Y] at hp
  exact key _ _ hp

/-- One excitation with `A = 5`, `B = 3`: the stability matrix is positive definite and
`X = 3`, `Y = -1` solves the RPA equations at `w = 4` with symplectic norm `8`. -/
theorem rpa_frequency_sign_witness :
    (stabilityMatrix (!![5] : Matrix (Fin 1) (Fin 1) ℝ) !![3]).PosDef ∧
      IsRPASolution (!![5] : Matrix (Fin 1) (Fin 1) ℝ) !![3] 4 ![3] ![-1] ∧
      symplecticNorm (![3] : Fin 1 → ℝ) ![-1] = 8 := by
  refine ⟨?_, ⟨?_, ?_⟩, ?_⟩
  · rw [Matrix.posDef_iff_dotProduct_mulVec]
    refine ⟨?_, ?_⟩
    · apply Matrix.IsHermitian.ext
      intro i j
      rcases i with i | i <;> rcases j with j | j <;> fin_cases i <;> fin_cases j <;>
        simp [stabilityMatrix]
    · intro x hx
      have hval : star x ⬝ᵥ (stabilityMatrix (!![5] : Matrix (Fin 1) (Fin 1) ℝ) !![3] *ᵥ x)
          = 5 * x (Sum.inl 0) ^ 2 + 6 * x (Sum.inl 0) * x (Sum.inr 0)
            + 5 * x (Sum.inr 0) ^ 2 := by
        simp [stabilityMatrix, dotProduct, mulVec, Fintype.sum_sum_type]
        ring
      have hab : x (Sum.inl 0) ≠ 0 ∨ x (Sum.inr 0) ≠ 0 := by
        by_contra hc
        simp only [not_or, ne_eq, not_not] at hc
        apply hx
        funext i
        rcases i with i | i
        · obtain rfl : i = 0 := Subsingleton.elim _ _
          exact hc.1
        · obtain rfl : i = 0 := Subsingleton.elim _ _
          exact hc.2
      rw [hval]
      -- the form is 3 (a + b)² + 2 a² + 2 b²
      rcases hab with h | h <;>
        nlinarith [sq_nonneg (x (Sum.inl 0) + x (Sum.inr 0)), sq_nonneg (x (Sum.inl 0)),
          sq_nonneg (x (Sum.inr 0)), mul_self_pos.mpr h]
  · ext i
    fin_cases i
    simp
    norm_num
  · ext i
    fin_cases i
    simp
    norm_num
  · simp [symplecticNorm, dotProduct]
    norm_num

/-- With `A = B = 1` the stability matrix is positive semidefinite, and the nonzero pair
`X = 1`, `Y = -1` solves the RPA equations at `w = 0` with vanishing symplectic norm. -/
theorem semidefinite_zero_mode :
    (stabilityMatrix (!![1] : Matrix (Fin 1) (Fin 1) ℝ) !![1]).PosSemidef ∧
      IsRPASolution (!![1] : Matrix (Fin 1) (Fin 1) ℝ) !![1] 0 ![1] ![-1] ∧
      (![1] : Fin 1 → ℝ) ≠ 0 ∧ symplecticNorm (![1] : Fin 1 → ℝ) ![-1] = 0 := by
  refine ⟨?_, ⟨?_, ?_⟩, ?_, ?_⟩
  · rw [Matrix.posSemidef_iff_dotProduct_mulVec]
    refine ⟨?_, ?_⟩
    · apply Matrix.IsHermitian.ext
      intro i j
      rcases i with i | i <;> rcases j with j | j <;> fin_cases i <;> fin_cases j <;>
        simp [stabilityMatrix]
    · intro x
      have hval : star x ⬝ᵥ (stabilityMatrix (!![1] : Matrix (Fin 1) (Fin 1) ℝ) !![1] *ᵥ x)
          = (x (Sum.inl 0) + x (Sum.inr 0)) ^ 2 := by
        simp [stabilityMatrix, dotProduct, mulVec, Fintype.sum_sum_type]
        ring
      rw [hval]
      exact sq_nonneg _
  · ext i
    fin_cases i
    simp
  · ext i
    fin_cases i
    simp
  · intro h
    have h0 := congrFun h 0
    simp at h0
  · simp [symplecticNorm, dotProduct]

end RPASymplecticNorm
```

```lean
#print axioms RPASymplecticNorm.rpa_frequency_sign
#print axioms RPASymplecticNorm.exists_normalised
#print axioms RPASymplecticNorm.complex_rpa_frequency
#print axioms RPASymplecticNorm.semidefinite_zero_mode
```

```
'RPASymplecticNorm.rpa_frequency_sign' depends on axioms: [propext, Classical.choice, Quot.sound]
'RPASymplecticNorm.exists_normalised' depends on axioms: [propext, Classical.choice, Quot.sound]
'RPASymplecticNorm.complex_rpa_frequency' depends on axioms: [propext, Classical.choice, Quot.sound]
'RPASymplecticNorm.semidefinite_zero_mode' depends on axioms: [propext, Classical.choice, Quot.sound]
```

## Contracting the RPA equations

The vectors X and Y hold the excitation and de-excitation amplitudes. They obey

AX + BY = wX
BX + AY = −wY.

Take the dot product of the first equation with X and of the second with Y:

X·AX + X·BY = w X·X
Y·BX + Y·AY = −w Y·Y.

Since B is symmetric, Y·BX = X·BY. Adding the two lines gives

w N = Q, with N = X·X − Y·Y and Q = X·AX + 2X·BY + Y·AY.

Now stack the amplitudes into Z = (X, Y) and write M = [[A, B], [B, A]]. Multiplying out the blocks gives Z·MZ = Q, which is positive because Z ≠ 0. So wN > 0: neither factor vanishes, and both have the same sign.

The symmetry of B comes from M. Comparing the upper blocks of Mᵀ = M gives Aᵀ = A and Bᵀ = B.

## Stability, amplitudes and frequency in Lean

The finite type `n` labels the single excitations, and `n ⊕ n` labels excitations followed by de-excitations. `IsRPASolution` contains the two equations with real w, X and Y; `symplecticNorm` is N and `stabilityForm` is Q. Despite its name, N is not a norm: it is negative when X = 0 and Y ≠ 0. The condition `X ≠ 0 ∨ Y ≠ 0` excludes only the zero pair.

The hypothesis `(stabilityMatrix A B).PosDef` includes symmetry of M. In time-dependent Hartree–Fock with real orbitals, it says that the energy rises to second order under every nonzero orbital rotation in the chosen space, with real or complex rotation parameters. It is assumed here, not derived from a Hamiltonian. The blocks are finite and independent of w, as in adiabatic TDDFT or BSE with a static kernel. The theorems describe given solutions; they don't show that a complete set exists.

## From the identity to the signs

`energy_identity` performs the contractions: `h1` and `h2` are the two dotted equations, `symm_swap` equates the cross terms, and `linear_combination` adds everything up. `stabilityForm_pos` uses `block_form` to identify Q with Z·MZ, taking the symmetry of B from `blocks_symm`. `rpa_frequency_sign` then splits wN > 0 into its two cases, both factors positive or both negative.

For w > 0, `exists_normalised` multiplies X and Y by 1/√N. The equations are linear, so they still hold; the new norm is 1 and the new Q equals w. `partner_solution` exchanges X and Y, which reverses both w and N.

For a second solution (X′, Y′) at w′, contracting each solution's equations with the other and using the symmetry of A and B gives

(w − w′)(X·X′ − Y·Y′) = 0.

This is `symplectic_orthogonality` when w ≠ w′.

In `complex_rpa_frequency` the lower blocks are the entrywise conjugates B* and A*, and w may be complex. With the conjugate transpose in the contraction,

Z†MZ = w(|X|² − |Y|²) > 0.

The bracket is real and nonzero, so w is real.

## Normalising eigenvectors in a calculation

A general eigensolver may return vectors with X·X + Y·Y = 1. When the stability matrix is positive definite, each solution with w > 0 can then be normalised by dividing X and Y by √(X·X − Y·Y) before transition moments are computed. Different solutions that share a frequency need not be orthogonal in the product X·X′ − Y·Y′; orthogonalising them is a separate step.

`rpa_frequency_sign_witness` supplies a one-excitation case: A = 5, B = 3, w = 4, with unnormalised amplitudes X = 3, Y = −1 and N = 8. The normalised amplitudes are X = 3/√8 and Y = −1/√8, for which Q = 4 = w. With the Euclidean normalisation, (X + Y)² would be 0.4 instead of 0.5, and an oscillator strength proportional to it would be 20% too small.

## A zero mode at the edge of stability

Positive semidefiniteness is not enough. For A = B = 1, Z·MZ = (X + Y)² is never negative, but it vanishes at X = 1, Y = −1. This pair solves the equations with w = 0 and has N = 0, as `semidefinite_zero_mode` proves. The strict inequality fails, and no rescaling can bring the norm to 1.
